# Kato bounds on an isolated energy level of a finite-dimensional Hamiltonian

Q: I have a trial state for an excited level, and from it I compute the mean energy R and the variance v. I then want to put an error bar on the level itself. For an excited state, R may lie above or below it. What can I quote?

A: Suppose E is the only level in an open interval (a,b) and R lies in that interval. Then

R − v/(b−R) ≤ E ≤ R + v/(R−a).

For a finite Hamiltonian matrix, such as a configuration-interaction matrix, this encloses an excited level once you have an isolating interval.

Q: Derive it first.

A: Let x be the unit trial state, with R = ⟨x,Hx⟩ and v = ‖Hx − Rx‖² = ‖Hx‖² − R². For real p and q,

Re⟨(H−p)x,(H−q)x⟩ = ‖Hx‖² − (p+q)R + pq = v + (R−p)(R−q).

Now expand x = Σᵢ cᵢuᵢ in orthonormal eigenvectors, Huᵢ = μᵢuᵢ. The same overlap is

Σᵢ (μᵢ−p)(μᵢ−q)|cᵢ|².

If p ≤ q and no level lies strictly between them, no term is negative, so

(R−p)(q−R) ≤ v.

Both (E,b) and (a,E) are free of levels. They give

(R−E)(b−R) ≤ v and (R−a)(E−R) ≤ v.

Dividing by the positive numbers b−R and R−a gives the two bounds.

Q: Does the Lean version speak about the same objects? What is a level there?

```lean
import Mathlib

open scoped ComplexConjugate

namespace KatoEnclosure

noncomputable section

variable {V : Type*} [NormedAddCommGroup V] [InnerProductSpace ℂ V]

/-- The energy levels of `H`: its real eigenvalues. -/
def levels (H : V →ₗ[ℂ] V) : Set ℝ :=
  {μ | Module.End.HasEigenvalue H (μ : ℂ)}
```

A: A real number that is an eigenvalue of the linear map `H`. `levels H` is a set, so it ignores multiplicity: E may be degenerate and still be the only level in (a,b).

Q: And why does the mean take a real part?

```lean
/-- The mean energy of a unit state `x`, the real part of `⟨x, H x⟩`. -/
def mean (H : V →ₗ[ℂ] V) (x : V) : ℝ :=
  (inner ℂ x (H x)).re

/-- The energy variance of a unit state `x`: the squared norm of the residual `H x - R x`,
where `R` is the mean energy. -/
def variance (H : V →ₗ[ℂ] V) (x : V) : ℝ :=
  ‖H x - (mean H x : ℂ) • x‖ ^ 2
```

A: It makes the mean a real number by type. For Hermitian `H` the imaginary part is zero, so nothing is lost. The variance is the squared residual norm, and the theorems apply both quantities to unit vectors, `‖x‖ = 1`.

Q: Where is the overlap identity?

```lean
/-- For a unit state, the overlap of `(H - p) x` with `(H - q) x` has real part
`v + (R - p) (R - q)`, where `R` is the mean and `v` the variance. -/
theorem re_inner_shifted (H : V →ₗ[ℂ] V) {x : V} (hx : ‖x‖ = 1) (p q : ℝ) :
    (inner ℂ (H x - (p : ℂ) • x) (H x - (q : ℂ) • x)).re
      = variance H x + (mean H x - p) * (mean H x - q) := by
  have hsq : ∀ z : V, (inner ℂ z z).re = ‖z‖ ^ 2 := fun z =>
    inner_self_eq_norm_sq (𝕜 := ℂ) z
  have h1 : (inner ℂ x x).re = 1 := by rw [hsq, hx]; norm_num
  have h2 : (inner ℂ x (H x)).re = mean H x := rfl
  have h3 : (inner ℂ (H x) x).re = mean H x := by
    rw [← inner_conj_symm (H x) x, Complex.conj_re, h2]
  -- expand the overlap for arbitrary shifts
  have key : ∀ s t : ℝ, (inner ℂ (H x - (s : ℂ) • x) (H x - (t : ℂ) • x)).re
      = ‖H x‖ ^ 2 - (s + t) * mean H x + s * t := by
    intro s t
    simp only [inner_sub_left, inner_sub_right, inner_smul_left, inner_smul_right,
      Complex.conj_ofReal, Complex.sub_re, Complex.re_ofReal_mul, h1, h2, h3, hsq (H x)]
    ring
  -- the variance is the case in which both shifts equal the mean
  have hv : variance H x = ‖H x‖ ^ 2 - (mean H x + mean H x) * mean H x
      + mean H x * mean H x := by
    rw [← key, hsq]
    rfl
  rw [key, hv]
  ring
```

A: Here. `key` expands the overlap for arbitrary shifts, `hv` sets both shifts equal to the mean, and `ring` compares the results. Hermiticity is not needed yet.

Q: It must enter with the eigenvectors.

```lean
variable [FiniteDimensional ℂ V]

/-- If a Hermitian `H` has no level strictly between `p ≤ q`, then every unit state with mean `R`
has variance at least `(R - p) (q - R)`. -/
theorem variance_ge_of_gap {H : V →ₗ[ℂ] V} (hH : H.IsSymmetric) {x : V} (hx : ‖x‖ = 1)
    {p q : ℝ} (hpq : p ≤ q) (hgap : ∀ μ ∈ levels H, μ ∉ Set.Ioo p q) :
    (mean H x - p) * (q - mean H x) ≤ variance H x := by
  obtain ⟨b, μ, hb⟩ : ∃ (b : OrthonormalBasis (Fin (Module.finrank ℂ V)) ℂ V)
      (μ : Fin (Module.finrank ℂ V) → ℝ), ∀ i, H (b i) = (μ i : ℂ) • b i :=
    ⟨hH.eigenvectorBasis rfl, hH.eigenvalues rfl, fun i => hH.apply_eigenvectorBasis rfl i⟩
  have hlev : ∀ i, μ i ∈ levels H := fun i =>
    Module.End.hasEigenvalue_of_hasEigenvector
      ⟨Module.End.mem_eigenspace_iff.2 (hb i), b.orthonormal.ne_zero i⟩
  have hc : ∀ i (s : ℝ), inner ℂ (b i) (H x - (s : ℂ) • x)
      = ((μ i - s : ℝ) : ℂ) * inner ℂ (b i) x := by
    intro i s
    rw [inner_sub_right, ← hH (b i) x, hb, inner_smul_left, inner_smul_right,
      Complex.conj_ofReal]
    push_cast
    ring
  have hre : ∀ (s t : ℝ) (c : ℂ),
      (conj ((s : ℂ) * c) * ((t : ℂ) * c)).re = s * t * Complex.normSq c := by
    intro s t c
    simp only [map_mul, Complex.conj_ofReal, Complex.mul_re, Complex.mul_im, Complex.conj_re,
      Complex.conj_im, Complex.ofReal_re, Complex.ofReal_im, Complex.normSq_apply]
    ring
  -- each eigenvector contributes a nonnegative amount to the overlap
  have hpos : 0 ≤ (inner ℂ (H x - (p : ℂ) • x) (H x - (q : ℂ) • x)).re := by
    rw [← b.sum_inner_mul_inner, Complex.re_sum]
    refine Finset.sum_nonneg fun i _ => ?_
    rw [← inner_conj_symm (H x - (p : ℂ) • x) (b i), hc, hc, hre]
    refine mul_nonneg ?_ (Complex.normSq_nonneg _)
    rcases le_or_gt (μ i) p with h | h
    · nlinarith [mul_nonneg (sub_nonneg.2 h) (sub_nonneg.2 (h.trans hpq))]
    · have h' : q ≤ μ i := not_lt.1 fun h' => hgap _ (hlev i) ⟨h, h'⟩
      exact mul_nonneg (by linarith) (by linarith)
  rw [re_inner_shifted H hx] at hpos
  nlinarith [hpos]
```

A: Yes, as `H.IsSymmetric`, which says ⟨Hy,z⟩ = ⟨y,Hz⟩ for all y and z. In this proof `b` is the eigenvector basis, my uᵢ, and not the end of an interval. `hc` finds the components of the shifted states, and `hpos` shows that each term is nonnegative by splitting into μᵢ ≤ p and μᵢ ≥ q.

Q: How is "the only level" expressed?

```lean
/-- **Kato enclosure.** If `E` is the only level of a Hermitian `H` in `(a, b)`, and a unit state
has mean `R` in `(a, b)` and variance `v`, then `R - v / (b - R) ≤ E ≤ R + v / (R - a)`. -/
theorem kato_enclosure {H : V →ₗ[ℂ] V} (hH : H.IsSymmetric) {x : V} (hx : ‖x‖ = 1)
    {a b E : ℝ} (hE : levels H ∩ Set.Ioo a b = {E})
    (ha : a < mean H x) (hb : mean H x < b) :
    mean H x - variance H x / (b - mean H x) ≤ E ∧
      E ≤ mean H x + variance H x / (mean H x - a) := by
  have hmem : E ∈ levels H ∩ Set.Ioo a b := by rw [hE]; exact Set.mem_singleton E
  obtain ⟨-, haE, hEb⟩ := hmem
  have huniq : ∀ μ ∈ levels H, a < μ → μ < b → μ = E := by
    intro μ hμ h1 h2
    have h : μ ∈ levels H ∩ Set.Ioo a b := ⟨hμ, h1, h2⟩
    rw [hE] at h
    exact h
  -- no level lies between E and b, and none between a and E
  have hup := variance_ge_of_gap hH hx hEb.le
    fun μ hμ h => h.1.ne' (huniq μ hμ (haE.trans h.1) h.2)
  have hlow := variance_ge_of_gap hH hx haE.le
    fun μ hμ h => h.2.ne (huniq μ hμ h.1 (h.2.trans hEb))
  have h1 : mean H x - E ≤ variance H x / (b - mean H x) := by
    rw [le_div_iff₀ (by linarith)]
    exact hup
  have h2 : E - mean H x ≤ variance H x / (mean H x - a) := by
    rw [le_div_iff₀ (by linarith)]
    linarith [mul_comm (E - mean H x) (mean H x - a)]
  constructor <;> linarith
```

A: By `levels H ∩ Set.Ioo a b = {E}`, where `Set.Ioo` is the open interval. `hup` and `hlow` apply the gap inequality to (E,b) and (a,E), and `le_div_iff₀` does the division.

Q: Suppose I only know that E is some level in the interval.

A: Then the bounds can fail. Take energies −1 and 1, the interval (−2,2), and x the eigenvector at 1. Here R = 1 and v = 0, so the bounds would force E = 1, which is false for the level −1.

Q: I would rather quote a symmetric error bar.

```lean
/-- If `E` is the only level of a Hermitian `H` in `(a, b)` and the mean of a unit state lies in
`(a, b)` at distance at least `δ > 0` from both ends, the mean differs from `E` by at most the
variance divided by `δ`. -/
theorem abs_sub_mean_le {H : V →ₗ[ℂ] V} (hH : H.IsSymmetric) {x : V} (hx : ‖x‖ = 1)
    {a b E δ : ℝ} (hE : levels H ∩ Set.Ioo a b = {E}) (hδ : 0 < δ)
    (ha : a + δ ≤ mean H x) (hb : mean H x + δ ≤ b) :
    |E - mean H x| ≤ variance H x / δ := by
  have hv : 0 ≤ variance H x := sq_nonneg _
  obtain ⟨h1, h2⟩ := kato_enclosure hH hx hE (by linarith) (by linarith)
  have h3 : variance H x / (b - mean H x) ≤ variance H x / δ := by
    gcongr
    linarith
  have h4 : variance H x / (mean H x - a) ≤ variance H x / δ := by
    gcongr
    linarith
  exact abs_le.2 ⟨by linarith, by linarith⟩
```

A: If R stays at least δ > 0 from both ends, both denominators are at least δ, and the error is at most v/δ. When v = 0 this gives E = R. In a one-dimensional space that always happens, since every unit vector is an eigenvector.

Q: What if I don't know that the interval contains a level at all?

```lean
/-- Let `a < b` and let a Hermitian `H` have at most one level in `(a, b)`. If a unit state with
mean `R` has variance `v < (R - a) (b - R)`, then there is exactly one level in `(a, b)`, and it
obeys the Kato enclosure. -/
theorem exists_level_enclosed {H : V →ₗ[ℂ] V} (hH : H.IsSymmetric) {x : V} (hx : ‖x‖ = 1)
    {a b : ℝ} (hab : a < b) (hone : (levels H ∩ Set.Ioo a b).Subsingleton)
    (hv : variance H x < (mean H x - a) * (b - mean H x)) :
    ∃ E, levels H ∩ Set.Ioo a b = {E} ∧
      mean H x - variance H x / (b - mean H x) ≤ E ∧
      E ≤ mean H x + variance H x / (mean H x - a) := by
  have hv0 : 0 ≤ variance H x := sq_nonneg _
  -- a positive product forces the mean into the interval
  have ha : a < mean H x := by
    by_contra h
    have h' := not_lt.1 h
    nlinarith [mul_nonneg (sub_nonneg.2 h') (show 0 ≤ b - mean H x by linarith)]
  have hb : mean H x < b := by
    by_contra h
    have h' := not_lt.1 h
    nlinarith [mul_nonneg (sub_nonneg.2 h') (show 0 ≤ mean H x - a by linarith)]
  -- an empty interval would force a larger variance
  have hex : ∃ E, E ∈ levels H ∩ Set.Ioo a b := by
    by_contra hn
    exact not_le_of_gt hv
      (variance_ge_of_gap hH hx hab.le fun μ hμ h => hn ⟨μ, hμ, h⟩)
  obtain ⟨E, hE⟩ := hex
  have hs := hone.eq_singleton_of_mem hE
  exact ⟨E, hs, kato_enclosure hH hx hs ha hb⟩
```

A: Then assume at most one, which is `Subsingleton`, and check v < (R−a)(b−R). Since v ≥ 0, this puts R inside (a,b). An interval without a level would contradict the gap inequality, so the level exists and the enclosure applies.

Q: Would ≤ do in that check?

```lean
/-- The two-level Hamiltonian that is diagonal with energies `a` and `b`. -/
def twoLevel (a b : ℝ) : EuclideanSpace ℂ (Fin 2) →ₗ[ℂ] EuclideanSpace ℂ (Fin 2) where
  toFun x := !₂[(a : ℂ) * x 0, (b : ℂ) * x 1]
  map_add' x y := by ext i; fin_cases i <;> simp [mul_add]
  map_smul' c x := by ext i; fin_cases i <;> simp <;> ring

/-- The two-level Hamiltonian is Hermitian and has no level in `(a, b)`, and each of its unit
states, with mean `R`, has variance exactly `(R - a) (b - R)`. -/
theorem twoLevel_threshold (a b : ℝ) {x : EuclideanSpace ℂ (Fin 2)} (hx : ‖x‖ = 1) :
    (twoLevel a b).IsSymmetric ∧ levels (twoLevel a b) ∩ Set.Ioo a b = ∅ ∧
      variance (twoLevel a b) x
        = (mean (twoLevel a b) x - a) * (b - mean (twoLevel a b) x) := by
  refine ⟨?_, ?_, ?_⟩
  · intro y z
    simp [PiLp.inner_apply, Fin.sum_univ_two, twoLevel]
    ring
  · refine Set.eq_empty_iff_forall_notMem.2 ?_
    rintro μ ⟨hμ, h1, h2⟩
    have hμ' : Module.End.HasEigenvalue (twoLevel a b) (μ : ℂ) := hμ
    obtain ⟨w, hw⟩ := hμ'.exists_hasEigenvector
    have e0 : (a : ℂ) * w 0 = μ * w 0 :=
      congrArg (fun z : EuclideanSpace ℂ (Fin 2) => z 0) hw.apply_eq_smul
    have e1 : (b : ℂ) * w 1 = μ * w 1 :=
      congrArg (fun z : EuclideanSpace ℂ (Fin 2) => z 1) hw.apply_eq_smul
    have na : (a : ℂ) - μ ≠ 0 := sub_ne_zero.2 (by exact_mod_cast h1.ne)
    have nb : (b : ℂ) - μ ≠ 0 := sub_ne_zero.2 (by exact_mod_cast h2.ne')
    have p0 : ((a : ℂ) - μ) * w 0 = 0 := by linear_combination e0
    have p1 : ((b : ℂ) - μ) * w 1 = 0 := by linear_combination e1
    have z0 : w 0 = 0 := (mul_eq_zero.1 p0).resolve_left na
    have z1 : w 1 = 0 := (mul_eq_zero.1 p1).resolve_left nb
    exact hw.2 (by ext i; fin_cases i <;> simp [z0, z1])
  · -- the two shifted states live on different levels, so they are orthogonal
    have c0 : (twoLevel a b x - (a : ℂ) • x) 0 = 0 := by simp [twoLevel]
    have c1 : (twoLevel a b x - (b : ℂ) • x) 1 = 0 := by simp [twoLevel]
    have h : inner ℂ (twoLevel a b x - (a : ℂ) • x) (twoLevel a b x - (b : ℂ) • x) = 0 := by
      rw [PiLp.inner_apply, Fin.sum_univ_two, c0, c1, inner_zero_left, inner_zero_right,
        add_zero]
    have h' := re_inner_shifted (twoLevel a b) hx a b
    rw [h, Complex.zero_re] at h'
    linear_combination -h'

end

end KatoEnclosure
```

A: No. Take a two-level system with energies a < b. No level lies in (a,b), yet every unit state has v = (R−a)(b−R). The proof notes that (H−a)x has only component 1 and (H−b)x only component 0, so they are orthogonal and the overlap identity gives the equality.

Q: So may I quote the bounds for a real molecule?

A: For the matrix, yes, given a and b from other information. The bounds do not cover the difference between the matrix's levels and those of the full Hamiltonian, which comes from the finite orbital basis and from any configurations left out.

```lean
#print axioms KatoEnclosure.abs_sub_mean_le
#print axioms KatoEnclosure.exists_level_enclosed
#print axioms KatoEnclosure.twoLevel_threshold
```

```
'KatoEnclosure.abs_sub_mean_le' depends on axioms: [propext, Classical.choice, Quot.sound]
'KatoEnclosure.exists_level_enclosed' depends on axioms: [propext, Classical.choice, Quot.sound]
'KatoEnclosure.twoLevel_threshold' depends on axioms: [propext, Classical.choice, Quot.sound]
```
